# Over a field of characteristic zero, different polynomials in a bosonic creation operator give different state vectors from a nonzero vacuum

If two different polynomials in the creation operator could produce the same vector from the vacuum, the state vector of an oscillator would not fix all its expansion coefficients. Its three-quantum coefficient might have no definite value, and the ladder of excitations might stop after finitely many steps. The commutation relation excludes this if there is a nonzero vacuum and the scalars have characteristic zero, meaning that no positive integer equals zero in them. The real and complex numbers qualify. Throughout, "state" means a vector, with its scale and phase: for $p\neq0$, the polynomials $p$ and $2p$ give different vectors but the same physical state.

Let $a$ and $b$ be linear maps on a vector space $V$ over a field $K$. The relation $ab-ba=1$ describes one bosonic mode, with $a$ removing a quantum and $b$ adding one. Textbooks write $a^\dagger$ for $b$; here no inner product is given and $b$ is not assumed to be an adjoint. The vacuum $v$, usually $|0\rangle$, satisfies $av=0$: no quantum can be removed from it. Its existence is assumed, whereas textbooks usually derive it from the positivity of the number operator, given that this operator has an eigenvector.

For a single harmonic mode, such as a molecular vibration in the harmonic approximation, the results justify using polynomials in place of states built from finitely many quanta when these are added, scaled or acted on by $a$ and $b$. Norms, overlaps and expectation values need an inner product as well. The step to the full Hilbert space, with its completion, its adjoint and its unbounded operators, remains to be made separately.

In Lean, `Module.End K V` is the type of linear maps from $V$ to itself. Their product is composition and `1` is the identity. A second space $W$ is needed in parts (g) and (h).

```lean
import Mathlib

open Polynomial

namespace PolynomialFockRepresentation

variable {K V W : Type*} [Field K] [AddCommGroup V] [Module K V]
  [AddCommGroup W] [Module K W]
```

Let $F_{b,v}$ be the map that takes a polynomial, evaluates it at $b$ and applies the resulting operator to $v$. Lean calls it `fockMap b v`. Its type `K[X] →ₗ[K] V` records that it is linear. The letter $X$ is a formal variable, not the position operator. Where $b$ and $v$ are fixed, write $F$.

```lean
/-- The map `p ↦ p(b) v`, which applies a polynomial in the operator `b` to the vector `v`. -/
noncomputable def fockMap (b : Module.End K V) (v : V) : K[X] →ₗ[K] V where
  toFun p := aeval b p v
  map_add' p q := by simp
  map_smul' c p := by simp
```

## (a) The state belonging to a polynomial

**Task.** For $p=\sum_n c_nX^n$, write out the state:
$$F(p)=p(b)v=\sum_n c_n\,b^n v .$$

**Solution.** Evaluation replaces $X^n$ by $b^n$ and a constant $c$ by $c$ times the identity. Applying the sum to $v$ term by term gives the result.

Lean writes $p(b)$ as `aeval b p` and leaves the sum unexpanded. The equation holds by definition.

```lean
theorem fockMap_apply (b : Module.End K V) (v : V) (p : K[X]) :
    fockMap b v p = aeval b p v := rfl
```

## (b) Adding a quantum

**Task.** Show that multiplying the polynomial by $X$ acts on the state as the creation operator:
$$F(Xp)=b\,F(p).$$

**Solution.** Evaluation respects products, so $(Xp)(b)=b\,p(b)$. Apply both sides to $v$. The commutation relation is not used, and the Lean proof rewrites in the same order.

```lean
/-- Multiplying a polynomial by `X` corresponds to acting with `b` on the state. -/
theorem fockMap_X_mul (b : Module.End K V) (v : V) (p : K[X]) :
    fockMap b v (X * p) = b (fockMap b v p) := by
  rw [fockMap_apply, fockMap_apply, map_mul, aeval_X, Module.End.mul_apply]
```

## (c) The commutator with a polynomial in the creation operator

**Task.** From $ab-ba=1$, derive
$$a\,p(b)-p(b)\,a=p'(b),$$
where $p'$ is the formal derivative.

**Solution.** A constant commutes with $a$ and has derivative zero. Both sides are additive in $p$. It remains to pass from $q=cX^n$ to $qX$:
$$[a,q(b)b]=[a,q(b)]\,b+q(b)\,[a,b]=q'(b)\,b+q(b)=(qX)'(b).$$

The hypothesis `hab` is the commutation relation. `Polynomial.induction_on` supplies these three cases, and `leibniz` is the first equality above, proved by `noncomm_ring` without reordering operators.

```lean
/-- If `ab - ba = 1`, the commutator of `a` with a polynomial in `b` is the derivative of
that polynomial, evaluated at `b`. -/
theorem commutator_aeval {a b : Module.End K V} (hab : a * b - b * a = 1) (p : K[X]) :
    a * aeval b p - aeval b p * a = aeval b (derivative p) := by
  induction p using Polynomial.induction_on with
  | C c =>
    rw [derivative_C, map_zero, aeval_C, Algebra.commutes c a, sub_self]
  | add p q hp hq =>
    rw [derivative_add, map_add, map_add, ← hp, ← hq]
    noncomm_ring
  | monomial n c ih =>
    -- one more factor of `b`: the Leibniz rule for the commutator
    have hX : (C c * X ^ (n + 1) : K[X]) = (C c * X ^ n) * X := by ring
    rw [hX]
    generalize (C c * X ^ n : K[X]) = q at ih ⊢
    have leibniz : a * (aeval b q * b) - aeval b q * b * a
        = (a * aeval b q - aeval b q * a) * b + aeval b q * (a * b - b * a) := by
      noncomm_ring
    rw [derivative_mul, derivative_X, mul_one, map_add, map_mul, map_mul, aeval_X,
      leibniz, ih, hab, mul_one]
```

## (d) Removing a quantum

**Task.** If also $av=0$, show that
$$a\,F(p)=F(p').$$

**Solution.** Apply the identity of (c) to $v$:
$$a\,p(b)v-p(b)\,av=p'(b)v .$$
The second term vanishes because $av=0$.

**A numerical instance.** Take $p=X^3-2X$, so that $p'=3X^2-2$. The unnormalised state $\psi=b^3v-2bv$ is sent to $a\psi=3b^2v-2v$. In the usual Fock space, with $b=a^\dagger$, $v$ of norm one and $|n\rangle=b^nv/\sqrt{n!}$, this reads
$$\psi=\sqrt6\,|3\rangle-2\,|1\rangle,\qquad a\psi=3\sqrt2\,|2\rangle-2\,|0\rangle,$$
in agreement with $a|n\rangle=\sqrt n\,|n-1\rangle$, since $\sqrt6\cdot\sqrt3=3\sqrt2$.

In Lean, `hav` is the vacuum condition, and `LinearMap.congr_fun` applies the operator identity to $v$.

```lean
/-- If `ab - ba = 1` and `a` annihilates `v`, then `a` acts on the state `p(b) v` by
differentiating the polynomial `p`. -/
theorem annihilation_fockMap {a b : Module.End K V} {v : V} (hab : a * b - b * a = 1)
    (hav : a v = 0) (p : K[X]) :
    a (fockMap b v p) = fockMap b v (derivative p) := by
  have h := LinearMap.congr_fun (commutator_aeval hab p) v
  rw [LinearMap.sub_apply, Module.End.mul_apply, Module.End.mul_apply, hav, map_zero,
    sub_zero] at h
  exact h
```

## (e) No two polynomials share a state vector

**Task.** Let $K$ have characteristic zero and let $v\neq0$. Show that
$$F(p)=F(q)\;\Longrightarrow\;p=q,\qquad F(1)=v,$$
and collect the two rules for $b$ and $a$.

**Solution.** Evaluating the polynomial $1$ gives the identity, so $F(1)=v$. The rules are (b) and (d). By linearity, injectivity follows once $F(p)=0$ forces $p=0$. Use induction on a bound for the degree.

- If $p=c$ is constant, then $cv=0$, and $v\neq0$ gives $c=0$.
- Suppose the claim holds up to degree $n$, and let $p$ have degree at most $n+1$ with $F(p)=0$. Then $F(p')=aF(p)=0$, and $p'$ has degree at most $n$, so $p'=0$. Its coefficients are $kc_k$ with $k\ge1$. In characteristic zero this gives $c_k=0$ for all $k\geq1$. Thus $p$ is constant, and the first case gives $p=0$.

`CharZero K` states the condition on the field and `hv` says that the vacuum is nonzero. The first case is `base`, the induction is `key`, and `Polynomial.derivative_eq_zero` turns $p'=0$ into degree zero.

```lean
/-- Over a field of characteristic zero, let `ab - ba = 1` and let `v` be a nonzero vector with
`a v = 0`. Then `p ↦ p(b) v` is injective, sends `1` to `v`, and carries multiplication by `X`
to `b` and the derivative to `a`. -/
theorem fockMap_injective_intertwines [CharZero K] {a b : Module.End K V} {v : V}
    (hab : a * b - b * a = 1) (hav : a v = 0) (hv : v ≠ 0) :
    Function.Injective (fockMap b v) ∧ fockMap b v 1 = v ∧
      (∀ p, fockMap b v (X * p) = b (fockMap b v p)) ∧
      (∀ p, fockMap b v (derivative p) = a (fockMap b v p)) := by
  refine ⟨?_, by simp [fockMap_apply], fockMap_X_mul b v,
    fun p => (annihilation_fockMap hab hav p).symm⟩
  -- a constant polynomial that kills the vacuum vanishes
  have base : ∀ p : K[X], p.natDegree ≤ 0 → fockMap b v p = 0 → p = 0 := by
    intro p hp h
    rw [eq_C_of_natDegree_le_zero hp] at h ⊢
    rw [fockMap_apply, aeval_C, Module.algebraMap_end_apply] at h
    rw [(smul_eq_zero.mp h).resolve_right hv, C_0]
  -- acting with `a` lowers the degree
  have key : ∀ (n : ℕ) (p : K[X]), p.natDegree ≤ n → fockMap b v p = 0 → p = 0 := by
    intro n
    induction n with
    | zero => exact base
    | succ n ih =>
      intro p hp h
      have hd : derivative p = 0 := by
        apply ih
        · have := natDegree_derivative_le p
          omega
        · rw [← annihilation_fockMap hab hav, h, map_zero]
      exact base p (Polynomial.derivative_eq_zero.mp hd).le h
  exact (injective_iff_map_eq_zero (fockMap b v)).mpr fun p h => key _ p le_rfl h
```

## (f) Independence of the ladder states

**Task.** Under the same hypotheses, show for every finite sum that
$$\sum_n c_n\,b^nv=0\;\Longrightarrow\;c_n=0\text{ for all }n.$$

**Solution.** The sum is $F(p)$ with $p=\sum_n c_nX^n$. By (e), $p=0$, so every coefficient vanishes.

Lean starts from the monomial basis of $K[X]$ and carries its independence through the injective map. The vectors $b^nv$ are unnormalised; in the usual Fock space they have norm $\sqrt{n!}$ when $v$ has norm one. Since there are infinitely many of them, $V$ has infinite dimension. The truncated oscillator matrices of numerical work, which do have a vacuum, must therefore violate $ab-ba=1$ somewhere.

```lean
/-- Over a field of characteristic zero, if `ab - ba = 1`, `a v = 0` and `v ≠ 0`, then the
states `bⁿ v`, for `n = 0, 1, 2, …`, are linearly independent. -/
theorem ladder_linearIndependent [CharZero K] {a b : Module.End K V} {v : V}
    (hab : a * b - b * a = 1) (hav : a v = 0) (hv : v ≠ 0) :
    LinearIndependent K (fun n : ℕ => (b ^ n) v) := by
  have h := (Polynomial.basisMonomials K).linearIndependent.map' (fockMap b v)
    (LinearMap.ker_eq_bot.mpr (fockMap_injective_intertwines hab hav hv).1)
  have e : ⇑(fockMap b v) ∘ ⇑(Polynomial.basisMonomials K) = fun n : ℕ => (b ^ n) v := by
    funext n
    simp [fockMap_apply, aeval_monomial]
  rwa [e] at h
```

## (g) Carrying states to another space

**Task.** Let $b'$ be a linear map on $W$ and let $S:V\to W$ be linear with $Sb=b'S$. Show that
$$S\,F_{b,v}(p)=F_{b',Sv}(p).$$

**Solution.** Moving $S$ past one factor at a time gives $Sb^nv=b'^nSv$. Multiply by $c_n$ and sum.

Lean again uses induction on polynomials, with (b) supplying each further factor. Neither a commutation relation nor invertibility of $S$ is required.

```lean
/-- A linear map `S` that carries `b` to `b'` sends the state `p(b) v` to `p(b') (S v)`. -/
theorem map_fockMap {b : Module.End K V} {b' : Module.End K W} (S : V →ₗ[K] W)
    (hS : ∀ x, S (b x) = b' (S x)) (v : V) (p : K[X]) :
    S (fockMap b v p) = fockMap b' (S v) p := by
  induction p using Polynomial.induction_on with
  | C c => simp [fockMap_apply, Module.algebraMap_end_apply]
  | add p q hp hq => rw [map_add, map_add, map_add, hp, hq]
  | monomial n c ih =>
    have hX : (C c * X ^ (n + 1) : K[X]) = X * (C c * X ^ n) := by ring
    rw [hX, fockMap_X_mul, hS, ih, fockMap_X_mul]
```

## (h) One isomorphism between two oscillators

**Task.** Let $(a,b,v)$ on $V$ and $(a',b',w)$ on $W$ both satisfy the hypotheses of (e), and let every state in each space be a polynomial in the creation operator applied to the vacuum. Show that exactly one linear isomorphism $T:V\to W$ satisfies
$$Tv=w,\qquad Tb=b'T,\qquad Ta=a'T.$$

**Solution.** Write $F=F_{b,v}$ and $F'=F_{b',w}$. Both are injective by (e) and surjective by assumption, so $T=F'F^{-1}$ is an isomorphism with $TF(p)=F'(p)$. Taking $p=1$ gives $Tv=w$. Every $x\in V$ is some $F(p)$, hence
$$Tbx=TF(Xp)=F'(Xp)=b'F'(p)=b'Tx,$$
$$Tax=TF(p')=F'(p')=a'F'(p)=a'Tx.$$
If $S$ is another such isomorphism, (g) gives $SF(p)=F'(p)=TF(p)$ for all $p$, so $S=T$. Besides the surjectivity of $F$, this last step uses that $S$ matches the vacua and the creation operators, but not that it matches the annihilation operators.

The surjectivity hypotheses `hcyc` and `hcyc'` say that the mode has no states beyond those built from its vacuum with finitely many quanta. This excludes coherent states other than the vacuum, and with them the full Hilbert space. The symbol `≃ₗ[K]` denotes a linear isomorphism and `∃!` means that exactly one exists. Unitarity is not claimed, as there is no inner product. In the proof, `key` is the relation $TF(p)=F'(p)$.

```lean
/-- Over a field of characteristic zero, take two representations of `ab - ba = 1`, each with a
nonzero vacuum killed by its `a` and with every state a polynomial in its `b` applied to the
vacuum. Exactly one linear isomorphism matches the vacua and both ladder operators. -/
theorem existsUnique_equiv [CharZero K] {a b : Module.End K V} {a' b' : Module.End K W}
    {v : V} {w : W} (hab : a * b - b * a = 1) (hav : a v = 0) (hv : v ≠ 0)
    (hcyc : Function.Surjective (fockMap b v))
    (hab' : a' * b' - b' * a' = 1) (haw : a' w = 0) (hw : w ≠ 0)
    (hcyc' : Function.Surjective (fockMap b' w)) :
    ∃! T : V ≃ₗ[K] W, T v = w ∧ (∀ x, T (b x) = b' (T x)) ∧ (∀ x, T (a x) = a' (T x)) := by
  obtain ⟨inj, one, -, -⟩ := fockMap_injective_intertwines hab hav hv
  obtain ⟨inj', one', -, -⟩ := fockMap_injective_intertwines hab' haw hw
  -- pass from `V` to polynomials and on to `W`
  obtain ⟨T, key⟩ : ∃ T : V ≃ₗ[K] W, ∀ p, T (fockMap b v p) = fockMap b' w p := by
    refine ⟨(LinearEquiv.ofBijective (fockMap b v) ⟨inj, hcyc⟩).symm.trans
      (LinearEquiv.ofBijective (fockMap b' w) ⟨inj', hcyc'⟩), fun p => ?_⟩
    have h : (LinearEquiv.ofBijective (fockMap b v) ⟨inj, hcyc⟩).symm (fockMap b v p) = p :=
      (LinearEquiv.ofBijective (fockMap b v) ⟨inj, hcyc⟩).symm_apply_apply p
    rw [LinearEquiv.trans_apply, h]
    rfl
  refine ⟨T, ⟨?_, fun x => ?_, fun x => ?_⟩, ?_⟩
  · have h := key 1
    rwa [one, one'] at h
  · obtain ⟨p, rfl⟩ := hcyc x
    rw [← fockMap_X_mul, key, key, fockMap_X_mul]
  · obtain ⟨p, rfl⟩ := hcyc x
    rw [annihilation_fockMap hab hav, key, key, annihilation_fockMap hab' haw]
  · rintro S ⟨h1, h2, -⟩
    refine LinearEquiv.ext fun x => ?_
    obtain ⟨p, rfl⟩ := hcyc x
    rw [key, ← h1]
    exact map_fockMap S.toLinearMap h2 v p
```

## (i) Polynomials as an oscillator

**Task.** On $K[X]$, let $D$ be the derivative and $M$ multiplication by $X$. Show that
$$DM-MD=1,\qquad D1=0,\qquad 1\neq0,\qquad p(M)1=p .$$

**Solution.** The product rule gives $(Xp)'-Xp'=p$. The derivative of the constant $1$ is zero, and $1\ne0$ in a field. Since $M^n1=X^n$, linearity gives $p(M)1=p$.

So over a field of characteristic zero this model meets every requirement placed on one representation in (h). Lean writes $M$ as `LinearMap.mulLeft K X`. It proves the commutator by applying both sides to a polynomial, and the last equation by induction.

```lean
/-- On polynomials, `a = d/dX`, `b = ` multiplication by `X` and the vacuum `1` satisfy
`ab - ba = 1` and `a 1 = 0` with `1 ≠ 0`, and `p(b) 1 = p` for every polynomial `p`. -/
theorem polynomial_witness :
    (derivative : Module.End K K[X]) * LinearMap.mulLeft K (X : K[X])
        - LinearMap.mulLeft K (X : K[X]) * (derivative : Module.End K K[X]) = 1 ∧
      derivative (1 : K[X]) = 0 ∧ (1 : K[X]) ≠ 0 ∧
      ∀ p : K[X], fockMap (LinearMap.mulLeft K (X : K[X])) 1 p = p := by
  refine ⟨LinearMap.ext fun p => ?_, derivative_one, one_ne_zero, fun p => ?_⟩
  · rw [LinearMap.sub_apply, Module.End.mul_apply, Module.End.mul_apply,
      LinearMap.mulLeft_apply, LinearMap.mulLeft_apply, derivative_mul, derivative_X,
      Module.End.one_apply]
    ring
  · induction p using Polynomial.induction_on with
    | C c =>
      rw [fockMap_apply, aeval_C, Module.algebraMap_end_apply, smul_eq_C_mul, mul_one]
    | add p q hp hq => rw [map_add, hp, hq]
    | monomial n c ih =>
      have hX : (C c * X ^ (n + 1) : K[X]) = X * (C c * X ^ n) := by ring
      rw [hX, fockMap_X_mul, ih, LinearMap.mulLeft_apply]
```

## (j) A two-level system over the field with two elements

**Task.** Over the field $\{0,1\}$, let $a(x,y)=(y,0)$, $b(x,y)=(0,x)$ and $v=(1,0)$. Show that
$$ab-ba=1,\qquad av=0,\qquad F(X^2)=F(0).$$

**Solution.** We have $ab(x,y)=(x,0)$ and $ba(x,y)=(0,y)$. The difference is $(x,-y)=(x,y)$, because $-1=1$ in this field. Also $av=(0,0)$. Finally $bv=(0,1)$ and $b^2v=(0,0)$, so $X^2$ and $0$ give the same state.

Injectivity in (e) therefore fails if $K$ may be any field. This is an algebraic counterexample, not a physical two-level system. The Lean theorem states the failure of injectivity, and the equation $F(X^2)=F(0)$ is established inside its proof. The induction breaks where $(X^2)'=2X=0$ although $X^2$ is not constant. In Lean, `ZMod 2` is the field, `decide` checks the commutator on all four vectors, and $X^2$ appears as `X * (X * 1)`.

```lean
/-- Over the field with two elements, the maps `a (x, y) = (y, 0)` and `b (x, y) = (0, x)`
satisfy `ab - ba = 1` and `a (1, 0) = 0`, yet `p ↦ p(b) (1, 0)` is not injective. -/
theorem not_injective_char_two :
    let a : Module.End (ZMod 2) (ZMod 2 × ZMod 2) :=
      (LinearMap.inl (ZMod 2) (ZMod 2) (ZMod 2)).comp (LinearMap.snd (ZMod 2) (ZMod 2) (ZMod 2))
    let b : Module.End (ZMod 2) (ZMod 2 × ZMod 2) :=
      (LinearMap.inr (ZMod 2) (ZMod 2) (ZMod 2)).comp (LinearMap.fst (ZMod 2) (ZMod 2) (ZMod 2))
    a * b - b * a = 1 ∧ a (1, 0) = 0 ∧ ¬ Function.Injective (fockMap b (1, 0)) := by
  intro a b
  refine ⟨LinearMap.ext ?_, rfl, fun hinj => ?_⟩
  · rintro ⟨x, y⟩
    change ((x, 0) : ZMod 2 × ZMod 2) - (0, y) = (x, y)
    revert x y
    decide
  · -- the second excitation vanishes
    have h : fockMap b (1, 0) (X * (X * 1)) = fockMap b (1, 0) 0 := by
      rw [fockMap_X_mul, fockMap_X_mul, map_zero]
      rfl
    exact mul_ne_zero X_ne_zero (mul_ne_zero X_ne_zero one_ne_zero) (hinj h)

end PolynomialFockRepresentation
```

```lean
#print axioms PolynomialFockRepresentation.ladder_linearIndependent
#print axioms PolynomialFockRepresentation.existsUnique_equiv
#print axioms PolynomialFockRepresentation.not_injective_char_two
```

```
'PolynomialFockRepresentation.ladder_linearIndependent' depends on axioms: [propext, Classical.choice, Quot.sound]
'PolynomialFockRepresentation.existsUnique_equiv' depends on axioms: [propext, Classical.choice, Quot.sound]
'PolynomialFockRepresentation.not_injective_char_two' depends on axioms: [propext, Classical.choice, Quot.sound]
```
